# Cyclic deconvolution with a positive quadratic penalty has one minimiser, given mode by mode

One way to reduce a known broadening in sampled data is to take the unnormalised discrete Fourier transforms ĝ and ĥ of the data g and the kernel h, multiply each ĝ(k) by conj(ĥ(k)) / (|ĥ(k)|² + a), and transform back. For a > 0 the output is the unique minimiser f of

J(f) = ‖h∗f − g‖² + a‖f‖².

The first term measures the disagreement with the data, the second the size of the reconstructed signal. In electronic structure this applies to a density of states with a known broadening that is the same at every energy, provided that the energy grid is evenly spaced, finite and treated as periodic, and that h holds the sampled broadening function times the grid spacing; nothing forces f to be non-negative.

The grid is `ZMod N`, the integers modulo N, with N ≥ 1 required by `NeZero N`. All functions on it are complex.

```lean
import Mathlib

open Finset
open scoped ComplexConjugate

noncomputable section

namespace RegularisedDeconvolution

variable {N : ℕ} [NeZero N]

/-- Cyclic convolution of two complex functions on a ring of `N` sites. -/
def cyclicConv (h f : ZMod N → ℂ) : ZMod N → ℂ :=
  fun x => ∑ y, h (x - y) * f y
```

Two names differ from common use: `energy` is the squared norm Σ_x |f(x)|², not a physical energy, and `misfit` is all of J, penalty included.

```lean
/-- The squared l2 norm of a complex function on the ring. -/
def energy (f : ZMod N → ℂ) : ℝ := ∑ x, ‖f x‖ ^ 2

/-- The regularised misfit `‖h * f - g‖² + a ‖f‖²` of a trial signal `f`, for blurring
kernel `h` and data `g`. -/
def misfit (h g : ZMod N → ℂ) (a : ℝ) (f : ZMod N → ℂ) : ℝ :=
  energy (cyclicConv h f - g) + a * energy f

/-- The filtered amplitude `conj H * G / (|H|² + a)` of one Fourier mode, for `a > 0`. -/
def filtered (a : ℝ) (H G : ℂ) : ℂ := conj H * G / ((‖H‖ ^ 2 + a : ℝ) : ℂ)
```

The transform `ZMod.dft` is unnormalised, and k is an integer label modulo N:

f̂(k) = Σ_x exp(−2πi xk/N) f(x).

## The same blur at every point of a ring

Physically, `cyclicConv` says that every point is broadened by the same kernel and that the grid closes on itself. By hand, this is used when x = z + y is substituted in the transform of h∗f:

Σ_x Σ_y exp(−2πi xk/N) h(x−y) f(y)
= Σ_y exp(−2πi yk/N) f(y) Σ_z exp(−2πi zk/N) h(z)
= ĥ(k) f̂(k).

In the proof, `Finset.sum_comm` exchanges the sums, `Equiv.addRight y` makes the shift, and `AddChar.map_add_eq_mul` splits the phase.

```lean
/-- Convolution theorem: the discrete Fourier transform turns cyclic convolution into a
product, mode by mode. -/
theorem dft_cyclicConv (h f : ZMod N → ℂ) (k : ZMod N) :
    ZMod.dft (cyclicConv h f) k = ZMod.dft h k * ZMod.dft f k := by
  simp only [ZMod.dft_apply, cyclicConv, smul_eq_mul, Finset.mul_sum]
  rw [Finset.sum_comm]
  refine Finset.sum_congr rfl fun y _ => ?_
  rw [Finset.sum_mul]
  -- shift the summation variable by `y`
  refine (Equiv.sum_comp (Equiv.addRight y) _).symm.trans ?_
  refine Finset.sum_congr rfl fun z _ => ?_
  have e : -((z + y) * k) = -(z * k) + -(y * k) := by ring
  simp only [Equiv.coe_addRight, add_sub_cancel_right, e, AddChar.map_add_eq_mul]
  ring
```

If the kernel varies from point to point, the modes couple and a linear system replaces the formula. A measured window is usually not periodic either: treating it as a ring lets the blur wrap around the ends, and the theorems say nothing about that error.

## Squared norms for residual and signal

Squared norms weight all grid points equally and let J be evaluated in Fourier space. Write the conjugate of f̂(k) as a sum over x, and exchange the sums:

Σ_k |f̂(k)|² = Σ_x conj(f(x)) Σ_k exp(2πi xk/N) f̂(k).

Inserting the definition of f̂(k), the inner sum is Σ_y f(y) Σ_k exp(2πi k(x−y)/N). The sum over k is N for y = x and zero otherwise, so

Σ_k |f̂(k)|² = N ‖f‖².

In Lean, `h1` writes out the conjugate, and `ZMod.dft_dft` supplies the fact that two transforms give N times the reflected signal.

```lean
/-- Parseval's identity: the squared moduli of the Fourier amplitudes sum to `N` times the
squared norm of the signal. -/
theorem parseval (f : ZMod N → ℂ) :
    ∑ k, ‖ZMod.dft f k‖ ^ 2 = N * energy f := by
  have hchar : ∀ t : ZMod N, ZMod.stdAddChar (-t) = conj (ZMod.stdAddChar t) := by
    intro t
    rw [ZMod.stdAddChar_apply, ZMod.stdAddChar_apply, AddChar.map_neg_eq_inv,
      Circle.coe_inv_eq_conj]
  have h1 : ∀ k, conj (ZMod.dft f k)
      = ∑ x, conj (f x) * ZMod.stdAddChar (-(k * -x)) := by
    intro k
    rw [ZMod.dft_apply, map_sum]
    refine Finset.sum_congr rfl fun x _ => ?_
    have e : -(k * -x) = -(-(x * k)) := by ring
    rw [e, hchar (-(x * k)), smul_eq_mul, map_mul, mul_comm]
  -- the second transform returns the reflected signal times `N`
  have hc : ∑ k, conj (ZMod.dft f k) * ZMod.dft f k
      = (N : ℂ) * ∑ x, conj (f x) * f x := by
    calc ∑ k, conj (ZMod.dft f k) * ZMod.dft f k
        = ∑ k, ∑ x, conj (f x) * (ZMod.stdAddChar (-(k * -x)) * ZMod.dft f k) := by
          refine Finset.sum_congr rfl fun k _ => ?_
          rw [h1, Finset.sum_mul]
          exact Finset.sum_congr rfl fun x _ => mul_assoc _ _ _
      _ = ∑ x, conj (f x) * ZMod.dft (ZMod.dft f) (-x) := by
          rw [Finset.sum_comm]
          refine Finset.sum_congr rfl fun x _ => ?_
          simp only [ZMod.dft_apply (ZMod.dft f), smul_eq_mul, Finset.mul_sum]
      _ = (N : ℂ) * ∑ x, conj (f x) * f x := by
          rw [ZMod.dft_dft, Finset.mul_sum]
          refine Finset.sum_congr rfl fun x _ => ?_
          simp only [neg_neg, smul_eq_mul]
          ring
  simp only [Complex.conj_mul'] at hc
  unfold energy
  exact_mod_cast hc
```

With unsquared norms uniqueness can fail: for N = 1 and h = g = a = 1, the function |f − 1| + |f| is minimal at every real f between 0 and 1.

## A positive weight a

The constant a sets how much extra squared residual is accepted for a smaller signal; one way to choose it is from an estimate of the noise level. By hand, it keeps every denominator positive. For one mode let H, G, F be the amplitudes of kernel, data and trial signal, and put

D = |H|² + a, W = conj(H) G / D.

Expanding both squares gives

|HF − G|² + a|F|² = D|F|² − 2 Re(conj(G) H F) + |G|²,
D|F − W|² = D|F|² − 2 Re(conj(G) H F) + |H|²|G|²/D.

The difference is |G|²(1 − |H|²/D) = a|G|²/D, hence

|HF − G|² + a|F|² = D|F − W|² + a|G|²/D.

`mode_square` proves this by eliminating a in favour of D, passing to real and imaginary parts, and finishing with `field_simp` and `ring`.

```lean
/-- Completing the square in one Fourier mode: for `a > 0` the misfit of an amplitude `F` is
a weighted squared distance to the filtered amplitude plus a term independent of `F`. -/
theorem mode_square {a : ℝ} (ha : 0 < a) (H G F : ℂ) :
    ‖H * F - G‖ ^ 2 + a * ‖F‖ ^ 2
      = (‖H‖ ^ 2 + a) * ‖F - filtered a H G‖ ^ 2 + a * ‖G‖ ^ 2 / (‖H‖ ^ 2 + a) := by
  have hpos : ‖H‖ ^ 2 + a ≠ 0 := by positivity
  unfold filtered
  generalize hD : ‖H‖ ^ 2 + a = D at hpos ⊢
  have ha' : a = D - (H.re * H.re + H.im * H.im) := by
    rw [← hD, Complex.sq_norm, Complex.normSq_apply]; ring
  rw [ha']
  simp only [Complex.sq_norm, Complex.normSq_apply, Complex.sub_re, Complex.sub_im,
    Complex.mul_re, Complex.mul_im, Complex.div_ofReal_re, Complex.div_ofReal_im,
    Complex.conj_re, Complex.conj_im]
  field_simp
  ring
```

Let D(k) and W(k) be these quantities for mode k. The convolution theorem and two uses of Parseval's identity give

N J(f) = Σ_k D(k) |f̂(k) − W(k)|² + Σ_k a|ĝ(k)|²/D(k).

```lean
/-- For `a > 0`, `N` times the regularised misfit is a sum over Fourier modes of weighted
squared distances to the filtered amplitudes, plus a sum independent of the trial signal. -/
theorem misfit_modes (h g : ZMod N → ℂ) {a : ℝ} (ha : 0 < a) (f : ZMod N → ℂ) :
    N * misfit h g a f
      = ∑ k, (‖ZMod.dft h k‖ ^ 2 + a)
            * ‖ZMod.dft f k - filtered a (ZMod.dft h k) (ZMod.dft g k)‖ ^ 2
        + ∑ k, a * ‖ZMod.dft g k‖ ^ 2 / (‖ZMod.dft h k‖ ^ 2 + a) := by
  have e : (N : ℝ) * misfit h g a f
      = N * energy (cyclicConv h f - g) + a * (N * energy f) := by
    unfold misfit; ring
  rw [e, ← parseval, ← parseval, Finset.mul_sum, ← Finset.sum_add_distrib,
    ← Finset.sum_add_distrib]
  refine Finset.sum_congr rfl fun k _ => ?_
  rw [map_sub, Pi.sub_apply, dft_cyclicConv]
  exact mode_square ha _ _ _
```

Only the first sum depends on f. It is never negative, and it vanishes exactly when f̂(k) = W(k) for every k, because every D(k) is positive. The transform is invertible, so exactly one f achieves this.

The theorem states both parts: `∃!` gives one minimiser among all complex functions on the ring, and the equivalence says that f is a minimiser if and only if its amplitudes are the W(k). In the proof, `f₀` is the inverse transform of W, `excess` states that N J(f) exceeds its value at a signal with amplitudes W(k) by the first sum, and `main` is the equivalence. Injectivity of the transform then gives uniqueness.

```lean
/-- Regularised deconvolution: for `a > 0` the functional `‖h * f - g‖² + a ‖f‖²` has exactly
one minimiser, and `f` minimises it if and only if every Fourier amplitude of `f` is
`conj ĥ(k) ĝ(k) / (|ĥ(k)|² + a)`. -/
theorem regularised_deconvolution (h g : ZMod N → ℂ) {a : ℝ} (ha : 0 < a) :
    (∃! f, ∀ f', misfit h g a f ≤ misfit h g a f') ∧
    ∀ f, (∀ f', misfit h g a f ≤ misfit h g a f') ↔
      ∀ k, ZMod.dft f k = conj (ZMod.dft h k) * ZMod.dft g k
        / ((‖ZMod.dft h k‖ ^ 2 + a : ℝ) : ℂ) := by
  have hN : (0 : ℝ) < N := Nat.cast_pos.mpr (NeZero.pos N)
  let W : ZMod N → ℂ := fun k => filtered a (ZMod.dft h k) (ZMod.dft g k)
  let f₀ : ZMod N → ℂ := ZMod.dft.symm W
  have hf₀ : ZMod.dft f₀ = W := LinearEquiv.apply_symm_apply _ _
  have hnn : ∀ f : ZMod N → ℂ, ∀ k ∈ (Finset.univ : Finset (ZMod N)),
      0 ≤ (‖ZMod.dft h k‖ ^ 2 + a) * ‖ZMod.dft f k - W k‖ ^ 2 := by
    intro f k _
    positivity
  -- the excess over a signal with the filtered spectrum is a sum of squares
  have excess : ∀ f f₁ : ZMod N → ℂ, (∀ k, ZMod.dft f₁ k = W k) →
      N * misfit h g a f = N * misfit h g a f₁
        + ∑ k, (‖ZMod.dft h k‖ ^ 2 + a) * ‖ZMod.dft f k - W k‖ ^ 2 := by
    intro f f₁ h₁
    have hz : ∑ k, (‖ZMod.dft h k‖ ^ 2 + a) * ‖ZMod.dft f₁ k - W k‖ ^ 2 = 0 :=
      Finset.sum_eq_zero fun k _ => by rw [h₁ k, sub_self, norm_zero]; ring
    have e := misfit_modes h g ha f
    have e₁ := misfit_modes h g ha f₁
    linarith
  have main : ∀ f, (∀ f', misfit h g a f ≤ misfit h g a f') ↔
      ∀ k, ZMod.dft f k = W k := by
    intro f
    constructor
    · intro hmin k
      have e := excess f f₀ (fun k => congrFun hf₀ k)
      have hle := mul_le_mul_of_nonneg_left (hmin f₀) hN.le
      have hs := Finset.sum_nonneg (hnn f)
      have hz := (Finset.sum_eq_zero_iff_of_nonneg (hnn f)).mp (by linarith) k
        (Finset.mem_univ k)
      have hD : ‖ZMod.dft h k‖ ^ 2 + a ≠ 0 := by positivity
      have hsq := (mul_eq_zero.mp hz).resolve_left hD
      exact sub_eq_zero.mp (norm_eq_zero.mp (pow_eq_zero_iff two_ne_zero |>.mp hsq))
    · intro hf f'
      have e := excess f' f hf
      have hs := Finset.sum_nonneg (hnn f')
      exact le_of_mul_le_mul_left (by linarith) hN
  refine ⟨⟨f₀, (main f₀).mpr fun k => congrFun hf₀ k, fun f hf => ?_⟩, main⟩
  exact ZMod.dft.injective ((funext ((main f).mp hf)).trans hf₀.symm)
```

At the minimum the first sum is zero, which leaves the second as the value of N J.

```lean
/-- For `a > 0`, the minimum of the regularised misfit, times `N`, is the sum over modes of
`a |ĝ(k)|² / (|ĥ(k)|² + a)`. -/
theorem minimum_value (h g f : ZMod N → ℂ) {a : ℝ} (ha : 0 < a)
    (hf : ∀ f', misfit h g a f ≤ misfit h g a f') :
    N * misfit h g a f
      = ∑ k, a * ‖ZMod.dft g k‖ ^ 2 / (‖ZMod.dft h k‖ ^ 2 + a) := by
  have hk := ((regularised_deconvolution h g ha).2 f).mp hf
  rw [misfit_modes h g ha f, add_eq_right]
  refine Finset.sum_eq_zero fun k _ => ?_
  rw [hk k, filtered, sub_self, norm_zero]
  ring
```

In the smallest case, N = 1, the transform is the identity and the minimiser is the number f = conj(h) g / (|h|² + a).

## Data without noise

Suppose that the data are exactly g = h∗u for a true signal u. Then ĝ(k) = ĥ(k) û(k), and the formula becomes

f̂(k) = |ĥ(k)|² / (|ĥ(k)|² + a) · û(k).

Even from perfect data, the amplitudes of u are therefore recovered only up to a factor below 1, which is smallest where |ĥ(k)| is smallest. The proof substitutes the convolution theorem into the minimiser's formula.

```lean
/-- If the data are a noise-free blurred signal `h * u` and `a > 0`, the minimiser has the
Fourier amplitudes of `u` multiplied by `|ĥ(k)|² / (|ĥ(k)|² + a)`. -/
theorem noise_free_damping (h u f : ZMod N → ℂ) {a : ℝ} (ha : 0 < a)
    (hf : ∀ f', misfit h (cyclicConv h u) a f ≤ misfit h (cyclicConv h u) a f')
    (k : ZMod N) :
    ZMod.dft f k
      = ((‖ZMod.dft h k‖ ^ 2 / (‖ZMod.dft h k‖ ^ 2 + a) : ℝ) : ℂ) * ZMod.dft u k := by
  rw [((regularised_deconvolution h _ ha).2 f).mp hf k, dft_cyclicConv]
  push_cast
  rw [← Complex.conj_mul']
  ring
```

With noise n added to the data, f̂(k) gains the term conj(ĥ(k)) n̂(k)/D(k).

## No penalty and a mode that the kernel removes

Now let a = 0 and ĥ(k₀) = 0 for some k₀. The plane wave s(x) = exp(2πi k₀x/N)/N has amplitude 1 at k₀ and 0 elsewhere, so h∗s = 0. Hence f + s differs from f but has the same J, and no minimiser is unique. Lean builds `s` by inverting the transform of a single spike, and compares the two convolutions mode by mode.

```lean
/-- Without regularisation, if `ĥ` vanishes at some wave number, every trial signal shares
its misfit with a different signal. -/
theorem unregularised_not_unique (h g : ZMod N → ℂ) (k₀ : ZMod N)
    (hk : ZMod.dft h k₀ = 0) (f : ZMod N → ℂ) :
    ∃ f', f' ≠ f ∧ misfit h g 0 f' = misfit h g 0 f := by
  -- add a plane wave that the kernel annihilates
  let s : ZMod N → ℂ := ZMod.dft.symm (Pi.single k₀ (1 : ℂ))
  have hs : ZMod.dft s = Pi.single k₀ (1 : ℂ) := LinearEquiv.apply_symm_apply _ _
  refine ⟨f + s, fun e => ?_, ?_⟩
  · have e' := congrArg (fun v => ZMod.dft v k₀) e
    simp only [map_add, Pi.add_apply, hs, Pi.single_eq_same] at e'
    have : (1 : ℂ) = 0 := by linear_combination e'
    exact one_ne_zero this
  · have hc : cyclicConv h (f + s) = cyclicConv h f := by
      apply ZMod.dft.injective
      funext k
      rw [dft_cyclicConv, dft_cyclicConv, map_add, Pi.add_apply, hs]
      by_cases hkk : k = k₀
      · rw [hkk, hk, zero_mul, zero_mul]
      · rw [Pi.single_eq_of_ne hkk, add_zero]
    unfold misfit
    rw [hc, zero_mul, zero_mul]

end RegularisedDeconvolution
```

If a = 0 but ĥ vanishes nowhere, the same completed square, though not formalised here, still gives a unique minimiser: the plain quotient f̂(k) = ĝ(k)/ĥ(k).

```lean
#print axioms RegularisedDeconvolution.regularised_deconvolution
-- 'RegularisedDeconvolution.regularised_deconvolution' depends on axioms: [propext, Classical.choice, Quot.sound]
#print axioms RegularisedDeconvolution.minimum_value
-- 'RegularisedDeconvolution.minimum_value' depends on axioms: [propext, Classical.choice, Quot.sound]
#print axioms RegularisedDeconvolution.noise_free_damping
-- 'RegularisedDeconvolution.noise_free_damping' depends on axioms: [propext, Classical.choice, Quot.sound]
#print axioms RegularisedDeconvolution.unregularised_not_unique
-- 'RegularisedDeconvolution.unregularised_not_unique' depends on axioms: [propext, Classical.choice, Quot.sound]
```
